# Reversing all scalar couplings leaves the high-temperature NMR signal of spins 1/2 unchanged

For $N$ spins 1/2 in an isotropic liquid, with real shifts $w_j$ and real scalar couplings $J_{ij}$, let

$$H(J)=\sum_j w_j I_{jz}+\sum_{i<j}J_{ij}\,\mathbf I_i\cdot\mathbf I_j,\qquad
S_J(t)=\operatorname{tr}\!\left(F_-\,e^{-itH(J)}\,F_+\,e^{itH(J)}\right),$$

where $F_\pm=\sum_j(I_{jx}\pm iI_{jy})$. Then $S_J(t)=S_{-J}(t)$ for every real $t$. A spectrum computed from this signal therefore cannot fix the overall sign of the couplings. Here $\hbar=1$, and both $w_j$ and $J_{ij}$ are angular frequencies, so a coupling quoted in hertz enters multiplied by $2\pi$.

## Two equivalent fits and a pair of sign checks

When scalar couplings are fitted to a high-temperature spectrum of finitely many spins 1/2 in an isotropic liquid, without relaxation, $J$ and $-J$ fit equally well. The overall sign that a program reports is then set by details of the search, such as its starting values or constraints, and not by the spectrum. The search can be restricted to nonnegative values of one chosen coupling without losing any attainable signal.

A simulator should return the same signal for $J$ and $-J$, up to numerical error. This is a weak check, since a program that used $|J_{ij}|$ by mistake would pass it. A second identity complements it: if a product $I_{ia}I_{jb}$ with $i\ne j$ is detected after preparing $F_+$, the response changes sign with $J$. The faulty program returns the same value for $J$ and $-J$, so it fails wherever that value is nonzero.

## Spin reversal takes $H(J)$ to $-H(-J)$

Let $Y$ be the half turn of all spins about $y$, with the factor $\begin{pmatrix}0&1\\-1&0\end{pmatrix}$ at each site, and define

$$R(A)=Y A^{T}Y^{-1}.$$

This map is linear, preserves the trace and reverses products: $R(AB)=R(B)R(A)$.

For one spin, transposition changes the sign of $I_y$ only, and the half turn changes the signs of $I_x$ and $I_z$ only. Together they change all three. Tensor products multiply site by site and idle sites keep their identity, so $R(I_{ia})=-I_{ia}$ for every site $i$ and component $a$.

Components at different sites commute. For $i\ne j$ this gives

$$R(I_{ia}I_{ja})=(-I_{ja})(-I_{ia})=I_{ia}I_{ja}.$$

Shift terms are thus odd and couplings even:

$$R(H(J))=-\sum_jw_jI_{jz}+\sum_{i<j}J_{ij}\,\mathbf I_i\cdot\mathbf I_j=-H(-J).$$

Every power of a matrix $X$ satisfies $R(X^n)=R(X)^n$, so $R(e^X)=e^{R(X)}$. In particular, $R(e^{\mp itH(J)})=e^{\pm itH(-J)}$. For any operators $A$ and $B$,

$$\begin{aligned}
\operatorname{tr}(Ae^{-itH(J)}Be^{itH(J)})
&=\operatorname{tr}R(Ae^{-itH(J)}Be^{itH(J)})\\
&=\operatorname{tr}(e^{-itH(-J)}R(B)e^{itH(-J)}R(A))\\
&=\operatorname{tr}(R(A)e^{-itH(-J)}R(B)e^{itH(-J)}).
\end{aligned}$$

With $A=F_-$ and $B=F_+$, both operators are odd and the two minus signs cancel. With $A=I_{ia}I_{jb}$, $i\ne j$, the detected operator is even, and the single sign from $F_+$ remains.

## The symmetry in Lean

An operator in `Op N` is a complex matrix whose rows and columns are labelled by configurations `Fin N → Fin 2`, with 0 for up and 1 for down. Sites are numbered from 0, and components 0, 1, 2 mean $x,y,z$. `spin i a` is $I_{ia}$, and `response w J A B t` is the trace with $B$ prepared and $A$ detected. The sum over `Finset.Ioi i` counts each pair once and reads only the entries `J i j` with `i < j`; no symmetry of `J` is assumed.

```lean
import Mathlib

open Matrix

namespace ScalarCouplingSigns

noncomputable section

variable {N : ℕ}

/-- Operators on `N` spins 1/2, as matrices indexed by the up/down configurations. -/
abbrev Op (N : ℕ) := Matrix (Fin N → Fin 2) (Fin N → Fin 2) ℂ

/-- The tensor product of one single-spin operator per site. -/
def tensor (f : Fin N → Matrix (Fin 2) (Fin 2) ℂ) : Op N :=
  Matrix.of fun s s' => ∏ k, f k (s k) (s' k)

/-- The spin-1/2 matrices: components 0, 1, 2 are x, y, z. -/
def spinHalf : Fin 3 → Matrix (Fin 2) (Fin 2) ℂ :=
  ![!![0, 1 / 2; 1 / 2, 0], !![0, -Complex.I / 2; Complex.I / 2, 0], !![1 / 2, 0; 0, -1 / 2]]

/-- The component `a` of the spin at site `i`. -/
def spin (i : Fin N) (a : Fin 3) : Op N :=
  tensor fun k => if k = i then spinHalf a else 1

/-- The NMR Hamiltonian with shifts `w` and scalar couplings `J i j`, each pair `i < j` once. -/
def hamiltonian (w : Fin N → ℝ) (J : Fin N → Fin N → ℝ) : Op N :=
  ∑ j, (w j : ℂ) • spin j 2 +
    ∑ i, ∑ j ∈ Finset.Ioi i, (J i j : ℂ) • ∑ a, spin i a * spin j a

/-- The total raising operator `F₊`. -/
def raising : Op N := ∑ i, (spin i 0 + Complex.I • spin i 1)

/-- The total lowering operator `F₋`. -/
def lowering : Op N := ∑ i, (spin i 0 - Complex.I • spin i 1)

/-- The response `tr(A exp(-itH) B exp(itH))`: `B` is prepared, evolves for a time `t`,
and `A` is detected. -/
def response (w : Fin N → ℝ) (J : Fin N → Fin N → ℝ) (A B : Op N) (t : ℝ) : ℂ :=
  trace (A * NormedSpace.exp ((-(t * Complex.I) : ℂ) • hamiltonian w J) * B *
    NormedSpace.exp ((t * Complex.I : ℂ) • hamiltonian w J))

/-- The high-temperature signal `tr(F₋ exp(-itH) F₊ exp(itH))`. -/
def signal (w : Fin N → ℝ) (J : Fin N → Fin N → ℝ) (t : ℝ) : ℂ :=
  response w J lowering raising t

/-- Tensor products of single-spin operators multiply site by site. -/
theorem tensor_mul (f g : Fin N → Matrix (Fin 2) (Fin 2) ℂ) :
    tensor f * tensor g = tensor fun k => f k * g k := by
  ext s s'
  simp only [tensor, Matrix.mul_apply, Matrix.of_apply, ← Finset.prod_mul_distrib]
  rw [Finset.prod_univ_sum, Fintype.piFinset_univ]

/-- The tensor product of identities is the identity. -/
theorem tensor_one : tensor (fun _ : Fin N => 1) = 1 := by
  ext s s'
  by_cases h : s = s'
  · subst h
    simp [tensor]
  · obtain ⟨k, hk⟩ := Function.ne_iff.mp h
    rw [Matrix.one_apply_ne h]
    change ∏ k, (1 : Matrix (Fin 2) (Fin 2) ℂ) (s k) (s' k) = 0
    exact Finset.prod_eq_zero (Finset.mem_univ k) (Matrix.one_apply_ne hk)

/-- A half turn of one spin about the y axis. -/
def halfTurn : Matrix (Fin 2) (Fin 2) ℂ := !![0, 1; -1, 0]

/-- The half turn of all spins about the y axis, with its inverse. -/
def globalTurn (N : ℕ) : (Op N)ˣ where
  val := tensor fun _ => halfTurn
  inv := tensor fun _ => -halfTurn
  val_inv := by
    rw [tensor_mul, ← tensor_one]
    congr 1; funext k; ext p q
    fin_cases p <;> fin_cases q <;> simp [halfTurn, Matrix.mul_apply, Fin.sum_univ_two]
  inv_val := by
    rw [tensor_mul, ← tensor_one]
    congr 1; funext k; ext p q
    fin_cases p <;> fin_cases q <;> simp [halfTurn, Matrix.mul_apply, Fin.sum_univ_two]

/-- Spin reversal: transposition followed by the half turn of all spins about y. -/
def reversal : Op N →ₗ[ℂ] Op N where
  toFun A := (globalTurn N).val * Aᵀ * (globalTurn N)⁻¹.val
  map_add' A B := by rw [Matrix.transpose_add, mul_add, add_mul]
  map_smul' c A := by
    rw [Matrix.transpose_smul, Matrix.mul_smul, Matrix.smul_mul, RingHom.id_apply]

/-- Spin reversal reverses the order of products. -/
theorem reversal_mul (A B : Op N) : reversal (A * B) = reversal B * reversal A := by
  simp only [reversal, LinearMap.coe_mk, AddHom.coe_mk, Matrix.transpose_mul, mul_assoc,
    Units.inv_mul_cancel_left]

/-- Spin reversal changes the sign of every spin component. -/
theorem reversal_spin (i : Fin N) (a : Fin 3) : reversal (spin i a) = -spin i a := by
  have one_site : halfTurn * (spinHalf a)ᵀ * -halfTurn = -spinHalf a := by
    ext p q
    simp only [Matrix.mul_apply, Fin.sum_univ_two, Matrix.transpose_apply, Matrix.neg_apply]
    fin_cases a <;> fin_cases p <;> fin_cases q <;> simp [halfTurn, spinHalf] <;> ring
  have idle : halfTurn * (1 : Matrix (Fin 2) (Fin 2) ℂ)ᵀ * -halfTurn = 1 := by
    ext p q
    fin_cases p <;> fin_cases q <;> simp [halfTurn, Matrix.mul_apply, Fin.sum_univ_two]
  have key : ∀ k : Fin N, halfTurn * (if k = i then spinHalf a else 1)ᵀ * -halfTurn =
      (if k = i then (-1 : ℂ) else 1) • (if k = i then spinHalf a else 1) := by
    intro k
    by_cases h : k = i
    · rw [if_pos h, if_pos h, one_site, neg_one_smul]
    · rw [if_neg h, if_neg h, idle, one_smul]
  change tensor (fun _ => halfTurn) * tensor (fun k => (if k = i then spinHalf a else 1)ᵀ) *
    tensor (fun _ => -halfTurn) = _
  rw [tensor_mul, tensor_mul]
  ext s s'
  -- exactly one factor of the product carries a minus sign
  simp only [spin, tensor, key, Matrix.of_apply, Matrix.neg_apply, Matrix.smul_apply,
    smul_eq_mul, Finset.prod_mul_distrib, Finset.prod_ite_eq', Finset.mem_univ, if_true,
    neg_one_mul]

/-- Spin components at different sites commute. -/
theorem spin_comm {i j : Fin N} (h : i ≠ j) (a b : Fin 3) :
    spin i a * spin j b = spin j b * spin i a := by
  simp only [spin, tensor_mul]
  congr 1
  funext k
  by_cases hi : k = i
  · subst hi
    simp [h]
  · simp [hi]

/-- Spin reversal turns `H(J)` into `-H(-J)`: shifts change sign, scalar couplings do not. -/
theorem reversal_hamiltonian (w : Fin N → ℝ) (J : Fin N → Fin N → ℝ) :
    reversal (hamiltonian w J) = -hamiltonian w (-J) := by
  have hc : ∀ i : Fin N, ∀ j ∈ Finset.Ioi i,
      reversal ((J i j : ℂ) • ∑ a, spin i a * spin j a) =
        (J i j : ℂ) • ∑ a, spin i a * spin j a := by
    intro i j hj
    rw [map_smul, map_sum]
    congr 1
    refine Finset.sum_congr rfl fun a _ => ?_
    rw [reversal_mul, reversal_spin, reversal_spin, neg_mul_neg,
      spin_comm (Finset.mem_Ioi.mp hj).ne']
  simp only [hamiltonian, map_add, map_sum]
  rw [Finset.sum_congr rfl fun i _ => Finset.sum_congr rfl (hc i)]
  simp only [map_smul, reversal_spin, Pi.neg_apply, Complex.ofReal_neg, neg_smul, smul_neg,
    Finset.sum_neg_distrib, neg_add, neg_neg]

/-- Any response under `H(J)` equals the response under `H(-J)` of the spin-reversed
operators. -/
theorem response_reversal (w : Fin N → ℝ) (J : Fin N → Fin N → ℝ) (A B : Op N) (t : ℝ) :
    response w J A B t = response w (-J) (reversal A) (reversal B) t := by
  have htr : ∀ X : Op N, trace (reversal X) = trace X := by
    intro X
    change trace ((globalTurn N).val * Xᵀ * (globalTurn N)⁻¹.val) = _
    rw [Matrix.trace_mul_cycle, Units.inv_mul, one_mul, Matrix.trace_transpose]
  have hexp : ∀ X : Op N, reversal (NormedSpace.exp X) = NormedSpace.exp (reversal X) := by
    intro X
    change (globalTurn N).val * (NormedSpace.exp X)ᵀ * (globalTurn N)⁻¹.val = _
    rw [← Matrix.exp_transpose]
    exact (Matrix.exp_units_conj _ _).symm
  unfold response
  rw [← htr]
  -- the two propagators trade places, and the cyclic trace restores the order
  simp only [reversal_mul, hexp, map_neg, map_smul, reversal_hamiltonian, smul_neg, neg_smul,
    neg_neg, ← mul_assoc]
  rw [Matrix.trace_mul_comm]
  simp only [mul_assoc]

/-- Spin reversal changes the sign of `F₊`. -/
theorem reversal_raising : reversal (raising : Op N) = -raising := by
  rw [raising, map_sum, ← Finset.sum_neg_distrib]
  refine Finset.sum_congr rfl fun i _ => ?_
  rw [map_add, map_smul, reversal_spin, reversal_spin]
  module

/-- The high-temperature signal is unchanged when all scalar couplings change sign. -/
theorem signal_neg_couplings (w : Fin N → ℝ) (J : Fin N → Fin N → ℝ) (t : ℝ) :
    signal w J t = signal w (-J) t := by
  have hl : reversal (lowering : Op N) = -lowering := by
    rw [lowering, map_sum, ← Finset.sum_neg_distrib]
    refine Finset.sum_congr rfl fun i _ => ?_
    rw [map_sub, map_smul, reversal_spin, reversal_spin]
    module
  unfold signal
  rw [response_reversal, hl, reversal_raising]
  simp only [response, neg_mul, mul_neg, neg_neg]

/-- No rule that reads the whole signal returns a nonzero coupling `J i j` correctly for both
`J` and `-J`. -/
theorem no_sign_readout (w : Fin N → ℝ) (J : Fin N → Fin N → ℝ) (i j : Fin N)
    (hJ : J i j ≠ 0) :
    ¬ ∃ R : (ℝ → ℂ) → ℝ, R (signal w J) = J i j ∧ R (signal w (-J)) = -J i j := by
  rintro ⟨R, h₁, h₂⟩
  rw [← funext (signal_neg_couplings w J), h₁] at h₂
  exact hJ (by linarith)

/-- The response of any spin component to the preparation of any spin component, the same one
included, is also unchanged when all scalar couplings change sign. -/
theorem single_spin_response (w : Fin N → ℝ) (J : Fin N → Fin N → ℝ) (i j : Fin N)
    (a b : Fin 3) (t : ℝ) :
    response w J (spin i a) (spin j b) t = response w (-J) (spin i a) (spin j b) t := by
  rw [response_reversal, reversal_spin, reversal_spin]
  simp only [response, neg_mul, mul_neg, neg_neg]

/-- If a product of components of two different spins is detected after preparing `F₊`, the
response changes sign when all scalar couplings do. -/
theorem two_spin_response (w : Fin N → ℝ) (J : Fin N → Fin N → ℝ) {i j : Fin N}
    (h : i ≠ j) (a b : Fin 3) (t : ℝ) :
    response w J (spin i a * spin j b) raising t =
      -response w (-J) (spin i a * spin j b) raising t := by
  rw [response_reversal, reversal_mul, reversal_spin, reversal_spin, neg_mul_neg,
    ← spin_comm h, reversal_raising]
  simp only [response, neg_mul, mul_neg, Matrix.trace_neg]

end

end ScalarCouplingSigns
```

```lean
#print axioms ScalarCouplingSigns.signal_neg_couplings
#print axioms ScalarCouplingSigns.no_sign_readout
#print axioms ScalarCouplingSigns.single_spin_response
#print axioms ScalarCouplingSigns.two_spin_response
```

```
'ScalarCouplingSigns.signal_neg_couplings' depends on axioms: [propext, Classical.choice, Quot.sound]
'ScalarCouplingSigns.no_sign_readout' depends on axioms: [propext, Classical.choice, Quot.sound]
'ScalarCouplingSigns.single_spin_response' depends on axioms: [propext, Classical.choice, Quot.sound]
'ScalarCouplingSigns.two_spin_response' depends on axioms: [propext, Classical.choice, Quot.sound]
```

`tensor_mul` exchanges a sum over configurations with a product over sites, using `Finset.prod_univ_sum`. `spin_comm` then compares the factors site by site. In `reversal_spin`, `fin_cases` checks the entries of the two-by-two matrices, and `key` records a factor $-1$ at site `i` and $1$ elsewhere, so the whole product acquires one minus sign.

`reversal_hamiltonian` treats the couplings in `hc` and the shifts in its last step. In `response_reversal`, `htr` is the invariance of the trace and `hexp` carries the reversal through the exponential; `Matrix.trace_mul_comm` makes the final cyclic move. The signal and response theorems that follow insert the parity of the prepared and detected operators, and `no_sign_readout` is deduced from `signal_neg_couplings`.

The name `reversal` needs care. Time reversal in textbooks is antilinear and keeps the order of products, whereas this map is linear and reverses it. The two agree on Hermitian operators.

## From the trace to a recorded spectrum

`signal_neg_couplings` holds for every finite $N$, all real shifts and couplings, and all real times, with no weak-coupling approximation. For $N=0$ or $N=1$ there are no couplings and the equality is trivial. The signal is unnormalised: for $N\ge1$, divide it by $S_J(0)=N2^{N-1}$ to start at 1.

`no_sign_readout` says that no function of the whole signal, even one chosen with $w$ and $J$ known, returns a nonzero `J i j` correctly for both $J$ and $-J$. Its physical content lies in the case `i < j`, where the entry enters the Hamiltonian. Only the simultaneous reversal of all couplings is compared, so nothing follows about relative signs.

`single_spin_response` gives the same invariance for any spin component detected after preparing any spin component, the same one included. By linearity, a simulation that starts from $F_x$ and detects $F_+$ inherits it.

The step left to physics is the identification of a recorded free induction decay with $S_J(t)$. It takes an isotropic liquid, where dipolar couplings average to zero, and the equilibrium state to first order in inverse temperature, with equal polarisation of all spins and the couplings neglected in that state, followed by an ideal pulse and evolution without relaxation. The theorems also concern the exact matrix exponential, so they give no bound on a program's rounding or propagation error.
